# For positive-definite S and Hermitian H, S⁻¹H has real eigenvalues, and it is Hermitian exactly when S and H commute

## Orbitals represented by two matrices

The orbitals themselves do not appear in the theorems below. A finite non-orthogonal basis $\phi_i$ enters only through its overlap matrix $S_{ij}=\langle\phi_i|\phi_j\rangle$ and its Hamiltonian matrix $H_{ij}=\langle\phi_i|\hat H|\phi_j\rangle$. Linear independence of the orbitals becomes the hypothesis that $S$ is positive definite, and self-adjointness of $\hat H$ becomes the hypothesis that $H$ is Hermitian.

A state $\sum_i v_i\phi_i$ is described by its coefficient vector $v$. The variational energies in this basis satisfy

$$Hv=E\,Sv,$$

which can also be written as $Kv=Ev$ with $K=S^{-1}H$. The matrix $K$ is generally not Hermitian, although its eigenvalues are real. In electronic-structure calculations with a finite basis and a fixed $H$, a routine that requires its input matrix to equal its conjugate transpose may be given $K$ only if $S$ and $H$ commute.

## What is stated

The main theorem, `real_eigenvalues_and_hermitian_iff_commute`, takes a positive-definite $S$ and a Hermitian $H$, complex and of the same finite size. It says that

- if $v\neq0$ and $Kv=Ev$ for a complex number $E$, then $\operatorname{Im}E=0$;
- $K^\dagger=K$ if and only if $SH=HS$.

In Lean, `orbitalHamiltonian S H` is $K$, and `overlapInner S x y` is $x^\dagger Sy$, conjugate-linear in its first argument. The hypothesis `S.PosDef` includes Hermiticity of $S$. The symbol `*ᵥ` applies a matrix to a vector, `⬝ᵥ` is the sum of products without conjugation, and `ᴴ` is the conjugate transpose. An eigenvalue is expressed by the pair `v ≠ 0` and `orbitalHamiltonian S H *ᵥ v = E • v`.

Infinite bases and linearly dependent orbitals are not covered. Nor are the matrix elements derived from a differential operator: $S$ and $H$ are given.

## Real energies from the overlap inner product

Positive definiteness makes $S$ invertible, so $SK=H$. Multiplying $Kv=Ev$ by $S$ gives $Hv=E\,Sv$, and multiplying by $S^{-1}$ leads back. Since $S$ and $H$ are Hermitian,

$$K^\dagger S=K^\dagger S^\dagger=(SK)^\dagger=H^\dagger=H=SK.$$

Hence, for all coefficient vectors $x$ and $y$,

$$(Kx)^\dagger Sy=x^\dagger K^\dagger Sy=x^\dagger S(Ky).$$

So $K$ is self-adjoint in the overlap inner product. Setting $x=y=v$ for an eigenvector gives

$$E^*\,v^\dagger Sv=E\,v^\dagger Sv.$$

Because $v^\dagger Sv>0$, it can be divided out, and $E^*=E$.

Now let $Kv=Ev$ and $Kw=Fw$ with $E\neq F$. If $v=0$, then $v^\dagger Sw=0$ at once. Otherwise $E$ is real, and self-adjointness gives $(E-F)\,v^\dagger Sw=0$, hence $v^\dagger Sw=0$.

Finally, suppose that $Kw=Ew$ and $Kv=Ev+w$, which is a Jordan chain of length two if $w\neq0$. In that case $E$ is real, and

$$E\,w^\dagger Sv=(Kw)^\dagger Sv=w^\dagger S(Kv)=E\,w^\dagger Sv+w^\dagger Sw.$$

This forces $w^\dagger Sw=0$, which contradicts positivity. Therefore $w=0$.

## When K is Hermitian

If $K^\dagger=K$, the identity $K^\dagger S=SK$ becomes $KS=SK$. Then

$$SH=S(SK)=S(KS)=(SK)S=HS.$$

Conversely, if $SH=HS$, then

$$KS=S^{-1}HS=S^{-1}SH=H=SK=K^\dagger S,$$

and cancelling $S$ on the right gives $K=K^\dagger$.

## Two orbitals, with numbers

Number the orbitals 0 and 1, and take

$$S=\begin{pmatrix}1&s\\s&1\end{pmatrix},\qquad H=\begin{pmatrix}a&b\\b&d\end{pmatrix},$$

with a real overlap $s$, real site energies $a,d$ and a real coupling $b$. For $s^2<1$, $S$ is positive definite, since

$$x^\dagger Sx=|x_0+sx_1|^2+(1-s^2)|x_1|^2.$$

If $x_1\neq0$, the second term is positive. If $x_1=0$ and $x\neq0$, the first term is $|x_0|^2>0$.

The $(0,1)$ entries of $SH$ and $HS$ are $b+sd$ and $as+b$. They agree only if $s(a-d)=0$. Conversely, for $s=0$ the overlap matrix is the identity, and for $a=d$ both matrices are combinations of the identity and the exchange matrix, so they commute. Thus $K$ is Hermitian exactly when $s=0$ or $a=d$.

For $s=\tfrac12$, $a=0$, $b=-3$ and $d=-6$, in arbitrary energy units,

$$K=\frac43\begin{pmatrix}1&-\frac12\\-\frac12&1\end{pmatrix}\begin{pmatrix}0&-3\\-3&-6\end{pmatrix}=\begin{pmatrix}2&0\\-4&-6\end{pmatrix}.$$

This matrix is not Hermitian, but its eigenvalues are $2$ and $-6$. Eigenvectors normalised with $S$ are $v=(2,-1)/\sqrt3$ and $w=(0,1)$. Their overlap inner product is $(2\cdot\tfrac12-1)/\sqrt3=0$, whereas their ordinary inner product is $-1/\sqrt3$.

## An indefinite S with an imaginary eigenvalue

For a general matrix $S$, invertibility and Hermiticity are not enough for real eigenvalues. The $S$ in the following example is not the overlap matrix of any orbitals, since its diagonal entry $-1$ would have to be a squared norm. For $S=\operatorname{diag}(1,-1)$ and $H=\begin{pmatrix}0&1\\1&0\end{pmatrix}$,

$$K=\begin{pmatrix}0&1\\-1&0\end{pmatrix},\qquad K\begin{pmatrix}1\\i\end{pmatrix}=i\begin{pmatrix}1\\i\end{pmatrix}.$$

In the ordinary norm the normalised eigenvector is $(1,i)/\sqrt2$. It satisfies $v^\dagger Sv=0$, so the division that gave a real $E$ is unavailable.

## The Lean file

```lean
import Mathlib

open Matrix
open scoped ComplexOrder

namespace OverlapHamiltonian

noncomputable section

variable {n : Type*} [Fintype n] [DecidableEq n]

/-- The matrix `S⁻¹ H` formed from the overlap matrix `S` and the Hamiltonian matrix `H` of a
non-orthogonal basis. -/
def orbitalHamiltonian (S H : Matrix n n ℂ) : Matrix n n ℂ := S⁻¹ * H

/-- The overlap inner product `x† S y` of two coefficient vectors. -/
def overlapInner (S : Matrix n n ℂ) (x y : n → ℂ) : ℂ := star x ⬝ᵥ (S *ᵥ y)

/-- Multiplying `S⁻¹ H` by the overlap matrix gives back the Hamiltonian matrix. -/
theorem overlap_mul_orbitalHamiltonian {S : Matrix n n ℂ} (hS : S.PosDef) (H : Matrix n n ℂ) :
    S * orbitalHamiltonian S H = H := by
  have hdet : IsUnit S.det := (Matrix.isUnit_iff_isUnit_det S).mp hS.isUnit
  rw [orbitalHamiltonian, ← Matrix.mul_assoc, Matrix.mul_nonsing_inv _ hdet, Matrix.one_mul]

/-- The eigenvalue equation of `S⁻¹ H` is equivalent to the generalized eigenvalue equation
`H v = E S v`. -/
theorem eigen_iff_generalized {S : Matrix n n ℂ} (hS : S.PosDef) (H : Matrix n n ℂ)
    (E : ℂ) (v : n → ℂ) :
    orbitalHamiltonian S H *ᵥ v = E • v ↔ H *ᵥ v = E • (S *ᵥ v) := by
  have hdet : IsUnit S.det := (Matrix.isUnit_iff_isUnit_det S).mp hS.isUnit
  constructor
  · intro h
    calc H *ᵥ v = S *ᵥ (orbitalHamiltonian S H *ᵥ v) := by
          rw [Matrix.mulVec_mulVec, overlap_mul_orbitalHamiltonian hS]
      _ = E • (S *ᵥ v) := by rw [h, Matrix.mulVec_smul]
  · intro h
    rw [orbitalHamiltonian, ← Matrix.mulVec_mulVec, h, Matrix.mulVec_smul,
      Matrix.mulVec_mulVec, Matrix.nonsing_inv_mul _ hdet, Matrix.one_mulVec]

/-- The matrix `K = S⁻¹ H` satisfies `K† S = S K`. -/
theorem adjoint_mul_overlap {S H : Matrix n n ℂ} (hS : S.PosDef) (hH : H.IsHermitian) :
    (orbitalHamiltonian S H)ᴴ * S = S * orbitalHamiltonian S H := by
  calc (orbitalHamiltonian S H)ᴴ * S = (orbitalHamiltonian S H)ᴴ * Sᴴ := by
        rw [hS.isHermitian.eq]
    _ = (S * orbitalHamiltonian S H)ᴴ := (Matrix.conjTranspose_mul _ _).symm
    _ = S * orbitalHamiltonian S H := by
        rw [overlap_mul_orbitalHamiltonian hS, hH.eq]

/-- The matrix `S⁻¹ H` is self-adjoint with respect to the overlap inner product. -/
theorem overlapInner_selfAdjoint {S H : Matrix n n ℂ} (hS : S.PosDef) (hH : H.IsHermitian)
    (x y : n → ℂ) :
    overlapInner S (orbitalHamiltonian S H *ᵥ x) y =
      overlapInner S x (orbitalHamiltonian S H *ᵥ y) := by
  unfold overlapInner
  rw [Matrix.star_mulVec, ← Matrix.dotProduct_mulVec, Matrix.mulVec_mulVec,
    Matrix.mulVec_mulVec, adjoint_mul_overlap hS hH]

/-- For a positive-definite overlap matrix `S` and a Hermitian `H`, every eigenvalue of `S⁻¹ H`
is real, and `S⁻¹ H` is Hermitian if and only if `S` and `H` commute. -/
theorem real_eigenvalues_and_hermitian_iff_commute {S H : Matrix n n ℂ}
    (hS : S.PosDef) (hH : H.IsHermitian) :
    (∀ (E : ℂ) (v : n → ℂ), v ≠ 0 → orbitalHamiltonian S H *ᵥ v = E • v → E.im = 0) ∧
      ((orbitalHamiltonian S H).IsHermitian ↔ S * H = H * S) := by
  have hSK := overlap_mul_orbitalHamiltonian hS H
  have hadj := adjoint_mul_overlap hS hH
  refine ⟨fun E v hv h => ?_, fun hK => ?_, fun hc => ?_⟩
  · -- compare both sides of self-adjointness on the eigenvector
    have hpos : star v ⬝ᵥ (S *ᵥ v) ≠ 0 := (hS.dotProduct_mulVec_pos hv).ne'
    have hsa := overlapInner_selfAdjoint hS hH v v
    rw [h] at hsa
    simp only [overlapInner, star_smul, smul_dotProduct, Matrix.mulVec_smul,
      dotProduct_smul, smul_eq_mul] at hsa
    have hE : (starRingEnd ℂ) E = E := mul_right_cancel₀ hpos hsa
    exact Complex.conj_eq_iff_im.mp hE
  · -- a Hermitian `K` commutes with `S`, hence so does `H = S K`
    rw [hK.eq] at hadj
    calc S * H = S * (S * orbitalHamiltonian S H) := by rw [hSK]
      _ = S * (orbitalHamiltonian S H * S) := by rw [hadj]
      _ = H * S := by rw [← Matrix.mul_assoc, hSK]
  · -- both `K† S` and `K S` equal `H`, and `S` can be cancelled
    have hdet : IsUnit S.det := (Matrix.isUnit_iff_isUnit_det S).mp hS.isUnit
    have hKS : orbitalHamiltonian S H * S = H := by
      rw [orbitalHamiltonian, Matrix.mul_assoc, ← hc, ← Matrix.mul_assoc,
        Matrix.nonsing_inv_mul _ hdet, Matrix.one_mul]
    exact hS.isUnit.mul_right_cancel (hadj.trans (hSK.trans hKS.symm))

/-- Eigenvectors of `S⁻¹ H` with different eigenvalues are orthogonal in the overlap inner
product. -/
theorem eigenvectors_overlap_orthogonal {S H : Matrix n n ℂ} (hS : S.PosDef)
    (hH : H.IsHermitian) {E F : ℂ} {v w : n → ℂ} (hEF : E ≠ F)
    (hv : orbitalHamiltonian S H *ᵥ v = E • v) (hw : orbitalHamiltonian S H *ᵥ w = F • w) :
    overlapInner S v w = 0 := by
  by_cases h0 : v = 0
  · simp [overlapInner, h0]
  have hE : star E = E := Complex.conj_eq_iff_im.mpr
    ((real_eigenvalues_and_hermitian_iff_commute hS hH).1 E v h0 hv)
  have hsa := overlapInner_selfAdjoint hS hH v w
  rw [hv, hw] at hsa
  simp only [overlapInner, star_smul, smul_dotProduct, Matrix.mulVec_smul,
    dotProduct_smul, smul_eq_mul, hE] at hsa
  have hz : (E - F) * overlapInner S v w = 0 := by
    unfold overlapInner
    linear_combination hsa
  exact (mul_eq_zero.mp hz).resolve_left (sub_ne_zero.mpr hEF)

/-- For a positive-definite `S` and a Hermitian `H`, the matrix `K = S⁻¹ H` has no Jordan chain of
length two: if `K w = E w` and `K v = E v + w`, then `w` vanishes. -/
theorem no_jordan_chain {S H : Matrix n n ℂ} (hS : S.PosDef) (hH : H.IsHermitian)
    {E : ℂ} {v w : n → ℂ} (hw : orbitalHamiltonian S H *ᵥ w = E • w)
    (hv : orbitalHamiltonian S H *ᵥ v = E • v + w) : w = 0 := by
  by_contra h0
  have hE : star E = E := Complex.conj_eq_iff_im.mpr
    ((real_eigenvalues_and_hermitian_iff_commute hS hH).1 E w h0 hw)
  have hsa := overlapInner_selfAdjoint hS hH w v
  rw [hv, hw] at hsa
  simp only [overlapInner, star_smul, smul_dotProduct, Matrix.mulVec_smul, Matrix.mulVec_add,
    dotProduct_add, dotProduct_smul, smul_eq_mul, hE] at hsa
  -- the squared overlap norm of `w` would be zero
  have hz : star w ⬝ᵥ (S *ᵥ w) = 0 := by linear_combination -hsa
  exact (hS.dotProduct_mulVec_pos h0).ne' hz

/-- The overlap matrix of two normalized orbitals with real overlap `s` is positive definite when
`s² < 1`. -/
theorem two_orbital_overlap_posDef {s : ℝ} (hs : s ^ 2 < 1) :
    (!![1, (s : ℂ); (s : ℂ), 1]).PosDef := by
  refine Matrix.posDef_iff_dotProduct_mulVec.mpr ⟨Matrix.IsHermitian.ext ?_, fun x hx => ?_⟩
  · intro i j
    fin_cases i <;> fin_cases j <;> simp
  -- complete the square
  have key : star x ⬝ᵥ (!![1, (s : ℂ); (s : ℂ), 1] *ᵥ x) =
      ((Complex.normSq (x 0 + s * x 1) + (1 - s * s) * Complex.normSq (x 1) : ℝ) : ℂ) := by
    apply Complex.ext <;>
      simp [dotProduct, Matrix.mulVec, Fin.sum_univ_two, Complex.normSq_apply] <;> ring
  rw [key]
  have hpos : 0 < Complex.normSq (x 0 + s * x 1) + (1 - s * s) * Complex.normSq (x 1) := by
    by_cases h1 : x 1 = 0
    · have h0 : x 0 ≠ 0 := by
        intro h0
        apply hx
        ext i
        fin_cases i
        · exact h0
        · exact h1
      simpa [h1] using h0
    · have hp : 0 < (1 - s * s) * Complex.normSq (x 1) :=
        mul_pos (by nlinarith) (Complex.normSq_pos.mpr h1)
      linarith [Complex.normSq_nonneg (x 0 + s * x 1)]
  exact_mod_cast hpos

/-- For two normalized orbitals with overlap `s`, where `s² < 1`, site energies `a` and `d` and
coupling `b`, all real, `S⁻¹ H` is Hermitian exactly when the overlap vanishes or the site energies
coincide. -/
theorem two_orbital_hermitian_iff {s : ℝ} (hs : s ^ 2 < 1) (a b d : ℝ) :
    (orbitalHamiltonian !![1, (s : ℂ); (s : ℂ), 1]
      !![(a : ℂ), (b : ℂ); (b : ℂ), (d : ℂ)]).IsHermitian ↔ s = 0 ∨ a = d := by
  have hH : (!![(a : ℂ), (b : ℂ); (b : ℂ), (d : ℂ)]).IsHermitian := by
    refine Matrix.IsHermitian.ext ?_
    intro i j
    fin_cases i <;> fin_cases j <;> simp
  rw [(real_eigenvalues_and_hermitian_iff_commute (two_orbital_overlap_posDef hs) hH).2]
  constructor
  · intro h
    -- the entry `0 1` of the commutator `S H - H S` is `s (d - a)`
    have e1 : (!![1, (s : ℂ); (s : ℂ), 1] * !![(a : ℂ), (b : ℂ); (b : ℂ), (d : ℂ)]) 0 1 =
        ((b + s * d : ℝ) : ℂ) := by
      simp [Matrix.mul_apply, Fin.sum_univ_two]
    have e2 : (!![(a : ℂ), (b : ℂ); (b : ℂ), (d : ℂ)] * !![1, (s : ℂ); (s : ℂ), 1]) 0 1 =
        ((a * s + b : ℝ) : ℂ) := by
      simp [Matrix.mul_apply, Fin.sum_univ_two]
    rw [h, e2] at e1
    have e3 : a * s + b = b + s * d := Complex.ofReal_injective e1
    have e4 : s * (a - d) = 0 := by linear_combination e3
    exact (mul_eq_zero.mp e4).imp id sub_eq_zero.mp
  · rintro (rfl | rfl) <;> ext i j <;> fin_cases i <;> fin_cases j <;>
      simp [Matrix.mul_apply, Fin.sum_univ_two, mul_comm, add_comm]

/-- For the invertible, Hermitian but indefinite matrix `S = diag(1, -1)` and the Hermitian matrix
`H` with rows `(0, 1)` and `(1, 0)`, the matrix `S⁻¹ H` has the eigenvalue `i` with eigenvector `(1,
i)`. -/
theorem indefinite_overlap_imaginary_eigenvalue :
    (!![1, 0; 0, -1] : Matrix (Fin 2) (Fin 2) ℂ).IsHermitian ∧
    (!![1, 0; 0, -1] : Matrix (Fin 2) (Fin 2) ℂ).det ≠ 0 ∧
    (!![0, 1; 1, 0] : Matrix (Fin 2) (Fin 2) ℂ).IsHermitian ∧
    orbitalHamiltonian !![1, 0; 0, -1] !![0, 1; 1, 0] *ᵥ ![1, Complex.I] =
      Complex.I • ![1, Complex.I] := by
  have hinv : (!![1, 0; 0, -1] : Matrix (Fin 2) (Fin 2) ℂ)⁻¹ = !![1, 0; 0, -1] := by
    apply Matrix.inv_eq_right_inv
    ext i j
    fin_cases i <;> fin_cases j <;> simp [Matrix.mul_apply, Fin.sum_univ_two]
  refine ⟨Matrix.IsHermitian.ext ?_, by simp [Matrix.det_fin_two],
    Matrix.IsHermitian.ext ?_, ?_⟩
  · intro i j
    fin_cases i <;> fin_cases j <;> simp
  · intro i j
    fin_cases i <;> fin_cases j <;> simp
  · rw [orbitalHamiltonian, hinv]
    ext i
    fin_cases i <;> simp [Matrix.mulVec, dotProduct, Matrix.mul_apply, Fin.sum_univ_two]

end

end OverlapHamiltonian
```

```lean
#print axioms OverlapHamiltonian.real_eigenvalues_and_hermitian_iff_commute
#print axioms OverlapHamiltonian.no_jordan_chain
#print axioms OverlapHamiltonian.two_orbital_hermitian_iff
#print axioms OverlapHamiltonian.indefinite_overlap_imaginary_eigenvalue
```

```
'OverlapHamiltonian.real_eigenvalues_and_hermitian_iff_commute' depends on axioms: [propext, Classical.choice, Quot.sound]
'OverlapHamiltonian.no_jordan_chain' depends on axioms: [propext, Classical.choice, Quot.sound]
'OverlapHamiltonian.two_orbital_hermitian_iff' depends on axioms: [propext, Classical.choice, Quot.sound]
'OverlapHamiltonian.indefinite_overlap_imaginary_eigenvalue' depends on axioms: [propext, Classical.choice, Quot.sound]
```

## How the proof follows the algebra

`overlap_mul_orbitalHamiltonian` proves $SK=H$ by obtaining an invertible determinant from positive definiteness. `eigen_iff_generalized` uses it to pass from the eigenvalue equation of $K$ to the generalized one, and multiplies by $S^{-1}$ for the converse. `adjoint_mul_overlap` is the chain for $K^\dagger S=SK$, and `overlapInner_selfAdjoint` moves $K$ from one argument of the inner product to the other. The docstrings of these four theorems and of `eigenvectors_overlap_orthogonal` do not repeat the hypotheses: $S$ is positive definite in all five, and $H$ is also Hermitian in `adjoint_mul_overlap`, `overlapInner_selfAdjoint` and `eigenvectors_overlap_orthogonal`.

In the main theorem, `refine` separates the reality of $E$ from the two directions of the equivalence. For the first part, `hsa` is self-adjointness evaluated on $v,v$. Rewriting with the eigenvalue equation and simplifying brings out $E^*$ on one side and $E$ on the other. `mul_right_cancel₀` then removes the nonzero factor $v^\dagger Sv$. The second part is the chain from $SH$ to $HS$, and the third compares $K^\dagger S$ with $KS$ and cancels the invertible matrix $S$.

`eigenvectors_overlap_orthogonal` treats $v=0$ separately, because its hypotheses allow zero vectors. In the other case, `linear_combination` produces $(E-F)\,v^\dagger Sw=0$, and `mul_eq_zero` leaves only the second factor. `no_jordan_chain` assumes $w\neq0$ and derives the forbidden equation $w^\dagger Sw=0$.

For two orbitals, `two_orbital_overlap_posDef` checks the completed square through its real and imaginary parts, then distinguishes whether `x 1` vanishes. `two_orbital_hermitian_iff` replaces Hermiticity of $K$ by commutation, using the main theorem. It reads off the entry `0 1` of each product for one direction and checks all four entries for the other. `indefinite_overlap_imaginary_eigenvalue` first shows that $\operatorname{diag}(1,-1)$ is its own inverse, and then verifies the eigenvalue equation component by component.
